# Most of a Wannier 1s exciton's k-space weight lies within the inverse of its own Bohr radius

A k-mesh chosen without regard to the exciton's size can have just one point, Γ, in the region of k-space that holds most of the exciton's weight. The parts below quantify this for Bethe–Salpeter sampling in the three-dimensional Wannier model with a direct gap at Γ. The exciton is an isotropic hydrogenic 1s state with one parameter, its own Bohr radius a, which is not that of the hydrogen atom.

```lean
import Mathlib

open Filter Topology MeasureTheory Set
open scoped Real

namespace WannierExcitonSampling

noncomputable section
```

At wave number k, measured from Γ, the envelope is

φ(k) = 2√2 a^(3/2) / (π(1 + (ak)²)²).

This form is assumed, not derived from a Bethe–Salpeter Hamiltonian. Momentum space is unbounded, with no zone edge. In Lean, `a * √a` stands for a^(3/2).

```lean
/-- The 1s Wannier envelope in momentum space, for Bohr radius `a ≥ 0` and
wave number `k`. -/
def envelope (a k : ℝ) : ℝ :=
  2 * √2 * (a * √a) / (π * (1 + (a * k) ^ 2) ^ 2)
```

The weight per unit wave number on a spherical shell is

w(k) = 4πk² φ(k)².

```lean
/-- The exciton weight per unit wave number on the spherical shell of radius `k`. -/
def shellWeight (a k : ℝ) : ℝ := 4 * π * k ^ 2 * envelope a k ^ 2
```

We also need a function of the dimensionless variable x = ak, called `enclosed` in Lean:

E(x) = (2/π)[arctan x + x/(1+x²) + 2x/(3(1+x²)²) − 8x/(3(1+x²)³)].

```lean
/-- A closed form in the dimensionless wave number `x = k a`, made of an arctangent
and rational terms. -/
def enclosed (x : ℝ) : ℝ :=
  2 / π * (Real.arctan x + x / (1 + x ^ 2) + 2 * x / (3 * (1 + x ^ 2) ^ 2)
    - 8 * x / (3 * (1 + x ^ 2) ^ 3))
```

## (a) The shell weight in dimensionless form

For a ≥ 0 and real k, show that

w(k) = a · (32/π)(ak)²/(1 + (ak)²)⁴.

Squaring the envelope gives φ² = 8a³/(π²(1+(ak)²)⁴). Multiplying by 4πk² leaves 32a³k²/(π(1+(ak)²)⁴), and a³k² = a(ak)².

In the proof, `hnum` squares the numerator and `linear_combination` cancels one factor of π.

```lean
/-- In terms of `x = k a`, the shell weight is `a` times the radial weight
`(32/π) x² / (1 + x²)⁴`. -/
theorem shellWeight_eq {a : ℝ} (ha : 0 ≤ a) (k : ℝ) :
    shellWeight a k = a * (32 / π * (a * k) ^ 2 / (1 + (a * k) ^ 2) ^ 4) := by
  have hnum : (2 * √2 * (a * √a)) ^ 2 = 8 * a ^ 3 := by
    have h2 : √2 ^ 2 = (2 : ℝ) := Real.sq_sqrt (by norm_num)
    have h3 : √a ^ 2 = a := Real.sq_sqrt ha
    calc (2 * √2 * (a * √a)) ^ 2 = 4 * √2 ^ 2 * a ^ 2 * √a ^ 2 := by ring
      _ = 8 * a ^ 3 := by rw [h2, h3]; ring
  unfold shellWeight envelope
  rw [div_pow, hnum]
  generalize 1 + (a * k) ^ 2 = s
  linear_combination (32 * a ^ 3 * k ^ 2 * π⁻¹ * s⁻¹ ^ 4) * mul_inv_cancel₀ Real.pi_ne_zero
```

## (b) The derivative of E

For every real x, show that

E′(x) = (32/π) x²/(1+x²)⁴.

Write s = 1 + x² and replace x² by s − 1. The four terms in the bracket have derivatives

1/s,
−1/s + 2/s²,
−2/s² + 8/(3s³),
40/(3s³) − 16/s⁴.

Their sum is 16/s³ − 16/s⁴ = 16x²/s⁴, and the prefactor 2/π gives the result.

Lean assembles the same derivative from the sum and quotient rules; `field_simp` and `ring` do the final algebra.

```lean
/-- The derivative of the closed form is the radial weight `(32/π) x² / (1 + x²)⁴`. -/
theorem hasDerivAt_enclosed (x : ℝ) :
    HasDerivAt enclosed (32 / π * x ^ 2 / (1 + x ^ 2) ^ 4) x := by
  have hs : HasDerivAt (fun y : ℝ => 1 + y ^ 2) (2 * x) x :=
    ((hasDerivAt_pow 2 x).const_add 1).congr_deriv (by norm_num)
  have hs2 : HasDerivAt (fun y : ℝ => 3 * (1 + y ^ 2) ^ 2) (12 * x * (1 + x ^ 2)) x :=
    ((hs.fun_pow 2).const_mul 3).congr_deriv (by push_cast; ring)
  have hs3 : HasDerivAt (fun y : ℝ => 3 * (1 + y ^ 2) ^ 3) (18 * x * (1 + x ^ 2) ^ 2) x :=
    ((hs.fun_pow 3).const_mul 3).congr_deriv (by push_cast; ring)
  have n1 : 1 + x ^ 2 ≠ 0 := by positivity
  have n2 : 3 * (1 + x ^ 2) ^ 2 ≠ 0 := by positivity
  have n3 : 3 * (1 + x ^ 2) ^ 3 ≠ 0 := by positivity
  have h := ((((Real.hasDerivAt_arctan x).fun_add ((hasDerivAt_id' x).fun_div hs n1)).fun_add
    (((hasDerivAt_id' x).const_mul 2).fun_div hs2 n2)).fun_sub
    (((hasDerivAt_id' x).const_mul 8).fun_div hs3 n3)).const_mul (2 / π)
  refine h.congr_deriv ?_
  field_simp
  ring
```

## (c) The limit at large wave number

Show that

E(x) → 1 as x → ∞.

For x > 0, 0 < x/(1+x²) < 1/x, so this term vanishes. The other two rational terms are constant multiples of it times powers of 1/(1+x²), so they vanish too. Since arctan x → π/2, the limit is (2/π)(π/2) = 1.

The squeeze is `hr`, and the arctangent limit is `hat`.

```lean
/-- The closed form tends to one at large wave number. -/
theorem tendsto_enclosed : Tendsto enclosed atTop (𝓝 1) := by
  have hs : Tendsto (fun x : ℝ => 1 + x ^ 2) atTop atTop :=
    tendsto_atTop_add_const_left _ 1 (tendsto_pow_atTop two_ne_zero)
  have hi : Tendsto (fun x : ℝ => (1 + x ^ 2)⁻¹) atTop (𝓝 0) :=
    tendsto_inv_atTop_zero.comp hs
  -- the rational terms are controlled by `1 / x`
  have hr : Tendsto (fun x : ℝ => x / (1 + x ^ 2)) atTop (𝓝 0) := by
    refine squeeze_zero' ?_ ?_ tendsto_inv_atTop_zero
    · filter_upwards [eventually_gt_atTop (0 : ℝ)] with x hx
      positivity
    · filter_upwards [eventually_gt_atTop (0 : ℝ)] with x hx
      rw [inv_eq_one_div, div_le_div_iff₀ (by positivity) hx]
      nlinarith
  have hat : Tendsto Real.arctan atTop (𝓝 (π / 2)) :=
    Real.tendsto_arctan_atTop.mono_right nhdsWithin_le_nhds
  have h := (((hat.add hr).add ((hr.mul hi).const_mul (2 / 3))).sub
    ((hr.mul (hi.pow 2)).const_mul (8 / 3))).const_mul (2 / π)
  have e : 2 / π * (π / 2 + 0 + 2 / 3 * (0 * 0) - 8 / 3 * (0 * 0 ^ 2)) = 1 := by
    linear_combination mul_inv_cancel₀ Real.pi_ne_zero
  rw [e] at h
  refine h.congr (fun x => ?_)
  simp only [enclosed]
  generalize 1 + x ^ 2 = s
  ring
```

## (d) The weight inside a cutoff

For a > 0 and a cutoff K, show that

∫₀ᴷ w(k) dk = E(aK).

By the chain rule with (a) and (b), d/dk E(ak) = aE′(ak) = w(k). As w is continuous and E(0) = 0, the fundamental theorem of calculus finishes the argument.

Lean allows any real K; a physical cutoff has K ≥ 0.

```lean
/-- The exciton weight between zero and the wave number `K` is the closed form
evaluated at `a K`. -/
theorem weight_within {a : ℝ} (ha : 0 < a) (K : ℝ) :
    ∫ k in (0 : ℝ)..K, shellWeight a k = enclosed (a * K) := by
  have hd : ∀ k, HasDerivAt (fun k => enclosed (a * k)) (shellWeight a k) k := fun k =>
    ((hasDerivAt_enclosed (a * k)).comp k ((hasDerivAt_id' k).const_mul a)).congr_deriv
      (by rw [shellWeight_eq ha.le]; ring)
  have hc : Continuous (shellWeight a) := by
    show Continuous (fun k : ℝ =>
      4 * π * k ^ 2 * (2 * √2 * (a * √a) / (π * (1 + (a * k) ^ 2) ^ 2)) ^ 2)
    exact (by fun_prop : Continuous fun k : ℝ => 4 * π * k ^ 2).mul
      ((continuous_const.div (by fun_prop) (fun k => by positivity)).pow 2)
  rw [intervalIntegral.integral_eq_sub_of_hasDerivAt (fun k _ => hd k)
    (hc.intervalIntegrable 0 K)]
  simp [enclosed]
```

## (e) The weight outside a cutoff

Under the same conditions, show that

∫_K^∞ w(k) dk = 1 − E(aK).

The antiderivative E(ak) tends to 1 by (c), and its value at K is subtracted. Because w ≥ 0, the existence of this limit also gives integrability on the half-line, written `Ioi K`. At K = 0 the total weight is 1, so the envelope is normalised.

```lean
/-- The exciton weight beyond the wave number `K` is one minus the closed form
evaluated at `a K`. -/
theorem weight_beyond {a : ℝ} (ha : 0 < a) (K : ℝ) :
    ∫ k in Ioi K, shellWeight a k = 1 - enclosed (a * K) := by
  have hd : ∀ k, HasDerivAt (fun k => enclosed (a * k)) (shellWeight a k) k := fun k =>
    ((hasDerivAt_enclosed (a * k)).comp k ((hasDerivAt_id' k).const_mul a)).congr_deriv
      (by rw [shellWeight_eq ha.le]; ring)
  exact integral_Ioi_of_hasDerivAt_of_nonneg' (fun k _ => hd k)
    (fun k _ => by unfold shellWeight; positivity)
    (tendsto_enclosed.comp (tendsto_id.const_mul_atTop ha))
```

## (f) The fraction within 1/a

For a > 0, show that

∫₀^(1/a) w dk / ∫₀^∞ w dk = 1/2 + 2/(3π) > 7/10.

The denominator is 1 by (e), and the numerator is E(1) by (d):

E(1) = (2/π)(π/4 + 1/2 + 1/6 − 1/3) = 1/2 + 2/(3π).

The inequality needs 2/(3π) > 1/5, that is, π < 10/3. Lean uses π < 3.15.

```lean
/-- The fraction of the exciton weight within one inverse Bohr radius is
`1/2 + 2/(3π)`, which is more than seven tenths. -/
theorem fraction_within_inverse_bohr_radius {a : ℝ} (ha : 0 < a) :
    (∫ k in (0 : ℝ)..(1 / a), shellWeight a k) / (∫ k in Ioi (0 : ℝ), shellWeight a k)
      = 1 / 2 + 2 / (3 * π) ∧
    7 / 10 < (∫ k in (0 : ℝ)..(1 / a), shellWeight a k) /
      (∫ k in Ioi (0 : ℝ), shellWeight a k) := by
  have h0 : enclosed (a * 0) = 0 := by simp [enclosed]
  have h1 : enclosed 1 = 1 / 2 + 2 / (3 * π) := by
    unfold enclosed
    rw [Real.arctan_one]
    linear_combination (1 / 2) * mul_inv_cancel₀ Real.pi_ne_zero
  have hpi : 1 / 5 < 2 / (3 * π) := by
    rw [lt_div_iff₀ (by positivity)]
    linarith [Real.pi_lt_d2]
  rw [weight_within ha, weight_beyond ha, mul_one_div_cancel ha.ne', h0, h1, sub_zero, div_one]
  exact ⟨rfl, by linarith⟩
```

## (g) A bound on the lost tail

For a > 0 and K > 0, show that

∫_K^∞ w(k) dk ≤ 32/(5π(aK)⁵).

For y > 0, (1+y²)⁴ ≥ y⁸, so y²/(1+y²)⁴ ≤ 1/y⁶. With y = ak, integrating (32/π)/y⁶ from aK to infinity gives the bound.

Lean integrates the non-negative difference of the two integrands (`hn`) and reads the inequality from its antiderivative.

```lean
/-- The exciton weight lost beyond a cutoff `K > 0` is at most `32 / (5π (a K)⁵)`. -/
theorem weight_beyond_le {a K : ℝ} (ha : 0 < a) (hK : 0 < K) :
    ∫ k in Ioi K, shellWeight a k ≤ 32 / (5 * π * (a * K) ^ 5) := by
  rw [weight_beyond ha]
  have hx : 0 < a * K := mul_pos ha hK
  generalize a * K = x at hx ⊢
  -- compare the radial weight with its power law at large wave number
  have hd : ∀ y ∈ Ici x, HasDerivAt (fun y => -(32 / (5 * π)) * (y ^ 5)⁻¹ - enclosed y)
      (32 / π * (1 / y ^ 6 - y ^ 2 / (1 + y ^ 2) ^ 4)) y := by
    intro y hy
    have hy0 : 0 < y := lt_of_lt_of_le hx hy
    have hp : HasDerivAt (fun y : ℝ => (y ^ 5)⁻¹) (-5 / y ^ 6) y :=
      ((hasDerivAt_pow 5 y).inv (by positivity)).congr_deriv (by
        rw [div_eq_div_iff (by positivity) (by positivity)]
        push_cast
        ring)
    exact ((hp.const_mul (-(32 / (5 * π)))).fun_sub (hasDerivAt_enclosed y)).congr_deriv
      (by ring)
  have hn : ∀ y ∈ Ioi x, 0 ≤ 32 / π * (1 / y ^ 6 - y ^ 2 / (1 + y ^ 2) ^ 4) := by
    intro y hy
    have hy0 : 0 < y := lt_trans hx hy
    refine mul_nonneg (by positivity) (sub_nonneg.2 ?_)
    rw [div_le_div_iff₀ (by positivity) (by positivity)]
    have h4 : (y ^ 2) ^ 4 ≤ (1 + y ^ 2) ^ 4 :=
      pow_le_pow_left₀ (by positivity) (by linarith) 4
    linarith [h4, (by ring : y ^ 2 * y ^ 6 = (y ^ 2) ^ 4)]
  have hp0 : Tendsto (fun y : ℝ => (y ^ 5)⁻¹) atTop (𝓝 0) :=
    tendsto_inv_atTop_zero.comp (tendsto_pow_atTop (by norm_num))
  have hI := integral_Ioi_of_hasDerivAt_of_nonneg' hd hn
    ((hp0.const_mul (-(32 / (5 * π)))).sub tendsto_enclosed)
  have h1 : 0 ≤ (-(32 / (5 * π)) * 0 - 1) - (-(32 / (5 * π)) * (x ^ 5)⁻¹ - enclosed x) :=
    (setIntegral_nonneg measurableSet_Ioi hn).trans_eq hI
  have e : 32 / (5 * π * x ^ 5) = 32 / (5 * π) * (x ^ 5)⁻¹ := by ring
  rw [e]
  linarith
```

## (h) A mesh too coarse for the exciton

Let a > 0, let the spacing satisfy h > 1/a, and let n be a non-zero integer vector with three components. Show that

(1/a)² < Σᵢ (h nᵢ)².

Some component nᵢ is non-zero, so nᵢ² ≥ 1. The sum is therefore at least h²nᵢ² ≥ h² > (1/a)².

The type `Fin 3 → ℤ` labels the points of an infinite simple cubic mesh, and n = 0 is Γ. By (f), Γ is then the only mesh point in a ball holding over 70% of the weight. The inequality locates mesh points; it does not estimate an error in the binding energy.

```lean
/-- On a Γ-centred cubic mesh with spacing `h` larger than the inverse Bohr radius, every
point other than Γ lies outside the ball of radius `1/a`. -/
theorem coarse_mesh_outside {a h : ℝ} (ha : 0 < a) (hh : 1 / a < h)
    (n : Fin 3 → ℤ) (hn : n ≠ 0) :
    (1 / a) ^ 2 < ∑ i, (h * (n i : ℝ)) ^ 2 := by
  obtain ⟨i, hi⟩ := Function.ne_iff.1 hn
  have hi0 : n i ≠ 0 := hi
  have h1 : (1 : ℝ) ≤ (n i : ℝ) ^ 2 := by
    have hz : 0 < n i ^ 2 := by positivity
    exact_mod_cast hz
  have ha' : 0 < 1 / a := by positivity
  -- one non-zero coordinate already carries the point out of the ball
  calc (1 / a) ^ 2 < h ^ 2 := by nlinarith
    _ ≤ (h * (n i : ℝ)) ^ 2 := by
      rw [mul_pow]
      exact le_mul_of_one_le_right (sq_nonneg h) h1
    _ ≤ ∑ j, (h * (n j : ℝ)) ^ 2 :=
      Finset.single_le_sum (f := fun j => (h * (n j : ℝ)) ^ 2)
        (fun j _ => sq_nonneg _) (Finset.mem_univ i)

end

end WannierExcitonSampling
```

```lean
#print axioms WannierExcitonSampling.fraction_within_inverse_bohr_radius
-- 'WannierExcitonSampling.fraction_within_inverse_bohr_radius' depends on axioms: [propext, Classical.choice, Quot.sound]
#print axioms WannierExcitonSampling.weight_beyond_le
-- 'WannierExcitonSampling.weight_beyond_le' depends on axioms: [propext, Classical.choice, Quot.sound]
#print axioms WannierExcitonSampling.coarse_mesh_outside
-- 'WannierExcitonSampling.coarse_mesh_outside' depends on axioms: [propext, Classical.choice, Quot.sound]
```
